# An unshifted Huzinaga operator whose lowest expectation value is attained in the environment

The theorem concerns a two-level model with Fock operator F = diag(1, 2) and environment projector P = diag(0, 1), for which the Huzinaga operator with zero level shift is F − FP − PF. It states that the vector (0, 1) is fixed by P and is an eigenvector of this operator with eigenvalue −2, and that the real part of ⟨x, Hx⟩, with H the Huzinaga operator, is at least −2‖x‖² for every vector x. For normalised vectors, then, −2 is the lowest expectation value, and an environment vector attains it. The attempt first proves, as `hd`, that the Huzinaga operator acts as diag(1, −2), checking the two components separately, and then derives the eigenvalue equation and the bound from that.

As first written in Lean, the proof fails:

```lean
import Mathlib

open Module

namespace HuzinagaEmbedding

noncomputable section

variable {E : Type*} [NormedAddCommGroup E] [InnerProductSpace ℂ E]

/-- The shifted Huzinaga operator `F - (F - μ) P - P (F - μ)` for a Fock operator `F`,
an environment projector `P` and a level shift `μ`. -/
def huzinaga (F P : End ℂ E) (μ : ℝ) : End ℂ E :=
  F - (F - (μ : ℂ) • (1 : End ℂ E)) * P - P * (F - (μ : ℂ) • (1 : End ℂ E))

/-- The action of the shifted Huzinaga operator on a vector. -/
lemma huzinaga_apply (F P : End ℂ E) (μ : ℝ) (x : E) :
    huzinaga F P μ x
      = F x - (F (P x) - (μ : ℂ) • P x) - (P (F x) - (μ : ℂ) • P x) := by
  simp [huzinaga]

/-- The operator `diag(a, b)` on a two-level system. -/
def diagMap (a b : ℝ) : End ℂ (EuclideanSpace ℂ (Fin 2)) where
  toFun x := !₂[(a : ℂ) * x 0, (b : ℂ) * x 1]
  map_add' x y := by
    ext i
    fin_cases i <;> simp [mul_add]
  map_smul' c x := by
    ext i
    fin_cases i <;> simp [mul_left_comm]

private lemma diagMap_re (a b : ℝ) (x : EuclideanSpace ℂ (Fin 2)) :
    (inner ℂ x (diagMap a b x)).re = a * ‖x 0‖ ^ 2 + b * ‖x 1‖ ^ 2 := by
  simp [PiLp.inner_apply, Fin.sum_univ_two, diagMap, Complex.sq_norm, Complex.normSq_apply]
  ring

/-- Without a shift, `F = diag(1, 2)` and `P = diag(0, 1)` give a Huzinaga operator whose
lowest expectation value, `-2`, is attained by an eigenvector in the environment. -/
theorem unshifted_counterexample :
    diagMap 0 1 !₂[0, 1] = !₂[0, 1] ∧
      huzinaga (diagMap 1 2) (diagMap 0 1) 0 !₂[0, 1] = (-2 : ℂ) • !₂[0, 1] ∧
      ∀ x, -2 * ‖x‖ ^ 2 ≤ (inner ℂ x (huzinaga (diagMap 1 2) (diagMap 0 1) 0 x)).re := by
  have hd : ∀ x, huzinaga (diagMap 1 2) (diagMap 0 1) 0 x = diagMap 1 (-2) x := by
    intro x
    rw [huzinaga_apply]
    ext i
    fin_cases i
    · simp [diagMap]
    · simp [diagMap]
      ring
  refine ⟨?_, ?_, ?_⟩
  · ext i
    fin_cases i <;> simp [diagMap]
  · rw [hd]
    ext i
    fin_cases i <;> simp [diagMap]
  · intro x
    rw [hd, diagMap_re, EuclideanSpace.norm_sq_eq, Fin.sum_univ_two]
    nlinarith [sq_nonneg ‖x 0‖]

end

end HuzinagaEmbedding
```

Messages:

```
Main.lean:50:6: error: No goals to be solved
```

The repair, with which the file compiles:

```diff
@@ -45,8 +45,5 @@
     rw [huzinaga_apply]
     ext i
-    fin_cases i
-    · simp [diagMap]
-    · simp [diagMap]
-      ring
+    fin_cases i <;> simp [diagMap]
   refine ⟨?_, ?_, ?_⟩
   · ext i
```

Diagnosis. The error is at the `ring` that ends the proof of `hd`, in the case of the second component. There the goal is, in substance, that 2x₁ − 2x₁ − 2x₁ equals −2x₁, where x₁ is the second component of `x`. The preceding `simp [diagMap]` unfolds the diagonal maps and also does this cancellation, so it closes the goal by itself. `ring` is then called with nothing left to prove, and Lean reports "No goals to be solved". The identity is correct; the proof merely has one step too many.

The cure is the removal of `ring`. Both components are then proved by the same call, `simp [diagMap]`, so the diff also merges the two bullets into `fin_cases i <;> simp [diagMap]`, which runs that call on each case. This merging is mere tidying: deleting the `ring` line alone would have been enough.
